# For two real orbitals, weighted Löwdin orthogonalisation tends to Gram–Schmidt as one weight vanishes

## Two orbitals with overlap 3/5

Take two normalised real orbitals $\phi_0,\phi_1$ with overlap $3/5$, and give them weights $1$ and $w>0$. Weighted Löwdin orthogonalisation produces new orbitals whose coefficients are the columns of

$$X(w)=\frac{1}{4\tau}\begin{pmatrix}4+5w&-3\\-3w&5+4w\end{pmatrix},\qquad \tau=\sqrt{1+w^2+\tfrac85w}.$$

At $w=1$ the matrix is symmetric and treats both orbitals alike. As $w\to0$ the lower left entry vanishes: the first new orbital loses its admixture of $\phi_1$ and becomes $\phi_0$, while the second becomes $(5\phi_1-3\phi_0)/4$. This is Gram–Schmidt starting from $\phi_0$.

The new orbitals have overlaps $(5+4w)/(5\tau)$ and $(4+5w)/(5\tau)$ with $\phi_0$ and $\phi_1$ respectively, so for $w<1$ the orbital with the larger weight, $\phi_0$, is disturbed less. Varying the weight connects the symmetric and the sequential procedure continuously.

## The general overlap

Let $|s|<1$, $c=\sqrt{1-s^2}$, and

$$S=\begin{pmatrix}1&s\\s&1\end{pmatrix},\quad W=\begin{pmatrix}1&0\\0&w\end{pmatrix},\quad M=WSW=\begin{pmatrix}1&sw\\sw&w^2\end{pmatrix}.$$

Write $R=M^{-1/2}$ and $X=WR$. Since $R^2M=1$, the matrix $RM$ is the inverse of $R$, so $RMR=1$. Hence

$$X^TSX=RWSWR=RMR=1.$$

To find $R$, put $\delta=\sqrt{\det M}=wc$. Cayley–Hamilton gives $M^2=(1+w^2)M-\delta^2$, so

$$(M+\delta)^2=(1+w^2+2wc)M=\tau^2M,\qquad \tau=\sqrt{1+w^2+2wc}.$$

Thus $M^{1/2}=(M+\delta)/\tau$, with determinant $wc$. Inverting it, and then multiplying by $W$, gives

$$R=\frac1{\tau c}\begin{pmatrix}w+c&-s\\-s&1/w+c\end{pmatrix},\qquad
X=\frac1{\tau c}\begin{pmatrix}w+c&-s\\-sw&1+wc\end{pmatrix}.$$

$R$ is positive definite because its trace and determinant are positive. The factor $W$ has removed the singular $1/w$. As $w\to0$, $\tau\to1$ and

$$X\to\begin{pmatrix}1&-s/c\\0&1/c\end{pmatrix}.$$

For large $w$, use $\tau(w)=w\,\tau(1/w)$:

$$X=\frac1{\tau(1/w)\,c}\begin{pmatrix}1+c/w&-s/w\\-s&1/w+c\end{pmatrix}\to\begin{pmatrix}1/c&0\\-s/c&1\end{pmatrix},$$

which is Gram–Schmidt in the reverse order.

The name Gram–Schmidt is justified by uniqueness. If an upper triangular matrix with entries $a,b,d$ and $a,d>0$ orthonormalises the pair, then $a^2=1$, $a(b+sd)=0$ and $b^2+2sbd+d^2=1$. So $a=1$, $b=-sd$ and $d^2(1-s^2)=1$, giving $d=1/c$.

## How the statement reads in Lean

`overlap s`, `weight w`, `perp s` and `scale s w` are $S$, $W$, $c$ and $\tau$. `IsInvSqrt M R` says that $R$ is symmetric, positive definite and satisfies $R^2M=1$; `invSqrt` selects such a matrix if there is one, and `lowdin S W` is $X$.

The main theorem, `lowdin_tendsto_gramSchmidt`, assumes only $|s|<1$, which means that the orbitals are linearly independent. It gives orthonormality for every $w>0$ and the limit through positive weights, written `𝓝[>] 0`. At $w=0$ itself $M$ is singular.

Orthonormality also holds for any finite number of orbitals and any symmetric $W$, provided that $WSW$ has a symmetric positive definite inverse square root; `lowdin_orthonormal` assumes this. The limits are restricted to two real, normalised orbitals.

```lean
import Mathlib

open Matrix Filter Topology

namespace WeightedLowdin

noncomputable section

variable {n : Type*} [Fintype n] [DecidableEq n]

/-- `R` is a symmetric positive definite inverse square root of `M`. -/
def IsInvSqrt (M R : Matrix n n ℝ) : Prop :=
  Rᵀ = R ∧ (∀ x : n → ℝ, x ≠ 0 → 0 < x ⬝ᵥ R *ᵥ x) ∧ R * R * M = 1

open Classical in
/-- The matrix `M^(-1/2)`, set to zero if `M` has no positive definite inverse square root. -/
def invSqrt (M : Matrix n n ℝ) : Matrix n n ℝ :=
  if h : ∃ R, IsInvSqrt M R then h.choose else 0

/-- The weighted Löwdin transformation `X = W (W S W)^(-1/2)`. -/
def lowdin (S W : Matrix n n ℝ) : Matrix n n ℝ := W * invSqrt (W * S * W)

/-- The overlap matrix of two normalised orbitals with overlap `s`. -/
def overlap (s : ℝ) : Matrix (Fin 2) (Fin 2) ℝ := !![1, s; s, 1]

/-- The weight matrix giving weight `1` to the first orbital and `w` to the second. -/
def weight (w : ℝ) : Matrix (Fin 2) (Fin 2) ℝ := !![1, 0; 0, w]

/-- The length `c = √(1 - s²)` of the part of one orbital orthogonal to the other. -/
def perp (s : ℝ) : ℝ := √(1 - s ^ 2)

/-- The normalisation `√(1 + w² + 2wc)` in the square root of the weighted overlap matrix. -/
def scale (s w : ℝ) : ℝ := √(1 + w ^ 2 + 2 * w * perp s)

/-- The Gram–Schmidt matrix that keeps the first orbital and orthogonalises the second to it. -/
def gramSchmidt (s : ℝ) : Matrix (Fin 2) (Fin 2) ℝ := !![1, -s / perp s; 0, 1 / perp s]

/-- A positive definite inverse square root is unique, so `invSqrt M` equals any such matrix. -/
theorem invSqrt_eq {M B : Matrix n n ℝ} (hB : IsInvSqrt M B) : invSqrt M = B := by
  have hA : IsInvSqrt M (invSqrt M) := by
    have hex : ∃ R, IsInvSqrt M R := ⟨B, hB⟩
    unfold invSqrt
    rw [dif_pos hex]
    exact hex.choose_spec
  generalize invSqrt M = A at hA ⊢
  have hsq : A * A = B * B := left_inv_eq_right_inv hA.2.2 (mul_eq_one_comm.mp hB.2.2)
  obtain ⟨D, hD⟩ : ∃ D, D = A - B := ⟨_, rfl⟩
  have hDt : Dᵀ = D := by rw [hD, Matrix.transpose_sub, hA.1, hB.1]
  have hs : ∀ k i, D k i = D i k := fun k i => congrFun (congrFun hDt i) k
  have h0 : D * A + B * D = 0 := by
    have h1 : D * A + B * D = A * A - B * B := by rw [hD]; noncomm_ring
    rw [h1, hsq, sub_self]
  -- the trace of D (A + B) D vanishes
  have htr : trace (D * (A + B) * D) = 0 := by
    calc trace (D * (A + B) * D) = trace (D * A * D) + trace (D * B * D) := by
          rw [Matrix.mul_add, Matrix.add_mul, Matrix.trace_add]
      _ = trace (D * (D * A)) + trace (D * (B * D)) := by
          rw [Matrix.trace_mul_comm (D * A) D, Matrix.mul_assoc D B D]
      _ = trace (D * (D * A + B * D)) := by rw [Matrix.mul_add, Matrix.trace_add]
      _ = 0 := by rw [h0, mul_zero, Matrix.trace_zero]
  have hpos : ∀ x : n → ℝ, x ≠ 0 → 0 < x ⬝ᵥ (A + B) *ᵥ x := fun x hx => by
    rw [Matrix.add_mulVec, dotProduct_add]
    exact add_pos (hA.2.1 x hx) (hB.2.1 x hx)
  have hdiag : ∀ i, (D * (A + B) * D) i i = D i ⬝ᵥ (A + B) *ᵥ D i := fun i => by
    rw [Matrix.mul_assoc]
    simp only [Matrix.mul_apply, dotProduct, Matrix.mulVec]
    refine Finset.sum_congr rfl fun j _ => ?_
    congr 1
    exact Finset.sum_congr rfl fun k _ => by rw [hs k i]
  -- it is a sum of non-negative terms, one for each row of D
  have hnn : ∀ i ∈ Finset.univ, 0 ≤ (D * (A + B) * D) i i := fun i _ => by
    rw [hdiag]
    by_cases h : D i = 0
    · rw [h, zero_dotProduct]
    · exact (hpos _ h).le
  have hz := (Finset.sum_eq_zero_iff_of_nonneg hnn).1 htr
  have hD0 : D = 0 := by
    funext i
    by_contra h
    have h1 := hz i (Finset.mem_univ i)
    rw [hdiag] at h1
    exact (hpos _ h).ne' h1
  exact sub_eq_zero.1 (hD.symm.trans hD0)

/-- For any number of orbitals and any symmetric weight matrix, the weighted Löwdin orbitals are
orthonormal whenever the weighted overlap matrix has a symmetric positive definite inverse square
root. -/
theorem lowdin_orthonormal {S W R : Matrix n n ℝ} (hW : Wᵀ = W)
    (hR : IsInvSqrt (W * S * W) R) : (lowdin S W)ᵀ * S * lowdin S W = 1 := by
  have h : R * (W * S * W) * R = 1 :=
    mul_eq_one_comm.mp (by rw [← mul_assoc]; exact hR.2.2)
  rw [lowdin, invSqrt_eq hR, Matrix.transpose_mul, hR.1, hW, ← h]
  simp only [mul_assoc]

/-- For `|s| < 1` the length `c` is positive and `c² = 1 - s²`. -/
theorem perp_spec {s : ℝ} (hs : |s| < 1) : 0 < perp s ∧ perp s ^ 2 = 1 - s ^ 2 := by
  obtain ⟨h1, h2⟩ := abs_lt.1 hs
  have h : 0 < 1 - s ^ 2 := by
    nlinarith [mul_pos (sub_pos.2 h2) (by linarith : 0 < 1 + s)]
  exact ⟨Real.sqrt_pos.2 h, Real.sq_sqrt h.le⟩

/-- An explicit inverse square root of the weighted overlap matrix of two orbitals. -/
theorem isInvSqrt_witness {s w : ℝ} (hs : |s| < 1) (hw : 0 < w) :
    IsInvSqrt (weight w * overlap s * weight w)
      ((scale s w * perp s)⁻¹ • !![w + perp s, -s; -s, w⁻¹ + perp s]) := by
  obtain ⟨hc0, hc⟩ := perp_spec hs
  have ht0 : 0 < scale s w := Real.sqrt_pos.2 (by positivity)
  have ht : scale s w ^ 2 = 1 + w ^ 2 + 2 * w * perp s := Real.sq_sqrt (by positivity)
  have hv : w * w⁻¹ = 1 := mul_inv_cancel₀ hw.ne'
  have hv0 : 0 < w⁻¹ := inv_pos.2 hw
  generalize scale s w = t at ht0 ht ⊢
  generalize perp s = c at hc0 hc ht ⊢
  generalize w⁻¹ = v at hv hv0 ⊢
  have hk : 0 < (t * c)⁻¹ := by positivity
  have hk2 : (t * c)⁻¹ * (t * c)⁻¹ * (t * c) ^ 2 = 1 := by field_simp
  generalize (t * c)⁻¹ = k at hk hk2 ⊢
  refine ⟨?_, fun x hx => ?_, ?_⟩
  · ext i j
    fin_cases i <;> fin_cases j <;> simp
  · -- complete the square in the quadratic form
    have hxx : 0 < x 0 ^ 2 + x 1 ^ 2 := by
      by_contra h
      have h0 : x 0 = 0 := (pow_eq_zero_iff two_ne_zero).1
        (by nlinarith [sq_nonneg (x 0), sq_nonneg (x 1)])
      have h1 : x 1 = 0 := (pow_eq_zero_iff two_ne_zero).1
        (by nlinarith [sq_nonneg (x 0), sq_nonneg (x 1)])
      apply hx
      ext i
      fin_cases i <;> simp [h0, h1]
    have e : x ⬝ᵥ (k • !![w + c, -s; -s, v + c]) *ᵥ x =
        k * (v * ((w * x 0 - s * x 1) ^ 2 + c ^ 2 * x 1 ^ 2) + c * (x 0 ^ 2 + x 1 ^ 2)) := by
      simp [Matrix.mulVec, dotProduct, Fin.sum_univ_two]
      linear_combination k * (-(w * x 0 ^ 2) + 2 * s * x 0 * x 1) * hv - k * v * x 1 ^ 2 * hc
    rw [e]
    positivity
  · have hM : weight w * overlap s * weight w = !![1, s * w; s * w, w ^ 2] := by
      ext i j
      fin_cases i <;> fin_cases j <;>
        simp [weight, overlap, Matrix.mul_apply, Fin.sum_univ_succ] <;> ring
    have e1 : (w + c) * (w + c) + -s * -s = t ^ 2 := by linear_combination hc - ht
    have e2 : (w + c) * -s + -s * (v + c) = -(s * v * t ^ 2) := by
      linear_combination s * v * ht + (s * w + 2 * s * c) * hv
    have e3 : -s * (w + c) + (v + c) * -s = -(s * v * t ^ 2) := by
      linear_combination s * v * ht + (s * w + 2 * s * c) * hv
    have e4 : -s * -s + (v + c) * (v + c) = v ^ 2 * t ^ 2 := by
      linear_combination hc - v ^ 2 * ht - (w * v + 1 + 2 * v * c) * hv
    have f1 : t ^ 2 * 1 + -(s * v * t ^ 2) * (s * w) = (t * c) ^ 2 := by
      linear_combination -(t ^ 2 * s ^ 2) * hv - t ^ 2 * hc
    have f2 : t ^ 2 * (s * w) + -(s * v * t ^ 2) * w ^ 2 = 0 := by
      linear_combination -(s * w * t ^ 2) * hv
    have f3 : -(s * v * t ^ 2) * 1 + v ^ 2 * t ^ 2 * (s * w) = 0 := by
      linear_combination (s * v * t ^ 2) * hv
    have f4 : -(s * v * t ^ 2) * (s * w) + v ^ 2 * t ^ 2 * w ^ 2 = (t * c) ^ 2 := by
      linear_combination (-(s ^ 2 * t ^ 2) + t ^ 2 * (w * v + 1)) * hv - t ^ 2 * hc
    have hq : ∀ q : ℝ, !![q, 0; 0, q] = q • (1 : Matrix (Fin 2) (Fin 2) ℝ) := fun q => by
      ext i j
      fin_cases i <;> fin_cases j <;> simp
    simp only [Matrix.smul_mul, Matrix.mul_smul, smul_smul]
    rw [hM, Matrix.mul_fin_two, e1, e2, e3, e4, Matrix.mul_fin_two, f1, f2, f3, f4, hq,
      smul_smul, hk2, one_smul]

/-- Closed form of the weighted Löwdin matrix of two orbitals. -/
theorem lowdin_closed_form {s w : ℝ} (hs : |s| < 1) (hw : 0 < w) :
    lowdin (overlap s) (weight w) =
      (scale s w * perp s)⁻¹ • !![w + perp s, -s; -(s * w), 1 + w * perp s] := by
  rw [lowdin, invSqrt_eq (isInvSqrt_witness hs hw), Matrix.mul_smul]
  congr 1
  rw [weight, Matrix.mul_fin_two]
  ext i j
  fin_cases i <;> fin_cases j <;> simp [mul_add, hw.ne']
  ring

/-- The normalisation prefactor tends to `1/c` at zero weight, in front of any continuous
matrix function. -/
theorem tendsto_scaled {s : ℝ} (hs : |s| < 1) {B : ℝ → Matrix (Fin 2) (Fin 2) ℝ}
    (hB : Continuous B) :
    Tendsto (fun u => (scale s u * perp s)⁻¹ • B u) (𝓝 0) (𝓝 ((perp s)⁻¹ • B 0)) := by
  have h1 : scale s 0 = 1 := by simp [scale]
  have hcont : Continuous fun u => scale s u := by
    simp only [scale]
    fun_prop
  have hk : Tendsto (fun u => (scale s u * perp s)⁻¹) (𝓝 0) (𝓝 (scale s 0 * perp s)⁻¹) :=
    ((hcont.tendsto 0).mul_const (perp s)).inv₀ (by
      rw [h1, one_mul]
      exact (perp_spec hs).1.ne')
  have h := hk.smul (hB.tendsto 0)
  rwa [h1, one_mul] at h

/-- For `|s| < 1` the weighted Löwdin orbitals of two orbitals are orthonormal for every positive
weight, and tend to the Gram–Schmidt orbitals as the weight of the second decreases to zero. -/
theorem lowdin_tendsto_gramSchmidt {s : ℝ} (hs : |s| < 1) :
    (∀ w, 0 < w → (lowdin (overlap s) (weight w))ᵀ * overlap s *
      lowdin (overlap s) (weight w) = 1) ∧
    Tendsto (fun w => lowdin (overlap s) (weight w)) (𝓝[>] 0) (𝓝 (gramSchmidt s)) := by
  have hc := (perp_spec hs).1.ne'
  refine ⟨fun w hw => lowdin_orthonormal ?_ (isInvSqrt_witness hs hw), ?_⟩
  · ext i j
    fin_cases i <;> fin_cases j <;> simp [weight]
  · have hB : Continuous fun w : ℝ => !![w + perp s, -s; -(s * w), 1 + w * perp s] :=
      continuous_matrix fun i j => by
        fin_cases i <;> fin_cases j <;> simp <;> fun_prop
    have e : (perp s)⁻¹ • !![0 + perp s, -s; -(s * 0), 1 + 0 * perp s] = gramSchmidt s := by
      ext i j
      fin_cases i <;> fin_cases j <;> simp [gramSchmidt, hc]
      ring
    rw [← e]
    refine ((tendsto_scaled hs hB).mono_left nhdsWithin_le_nhds).congr' ?_
    filter_upwards [self_mem_nhdsWithin] with w hw
    exact (lowdin_closed_form hs hw).symm

/-- For `|s| < 1`, as the weight of the second orbital grows without bound, the weighted Löwdin
matrix tends to the one that keeps the second orbital and orthogonalises the first to it. -/
theorem lowdin_tendsto_reverse {s : ℝ} (hs : |s| < 1) :
    Tendsto (fun w => lowdin (overlap s) (weight w)) atTop
      (𝓝 !![1 / perp s, 0; -s / perp s, 1]) := by
  have hc := (perp_spec hs).1.ne'
  have hB : Continuous fun u : ℝ => !![1 + u * perp s, -(s * u); -s, u + perp s] :=
    continuous_matrix fun i j => by
      fin_cases i <;> fin_cases j <;> simp <;> fun_prop
  have e : (perp s)⁻¹ • !![1 + 0 * perp s, -(s * 0); -s, 0 + perp s] =
      !![1 / perp s, 0; -s / perp s, 1] := by
    ext i j
    fin_cases i <;> fin_cases j <;> simp [hc]
    ring
  rw [← e]
  refine ((tendsto_scaled hs hB).comp tendsto_inv_atTop_zero).congr' ?_
  filter_upwards [eventually_gt_atTop (0 : ℝ)] with w hw
  -- exchange of the two orbitals: w becomes 1/w
  have hsc : scale s w = w * scale s w⁻¹ := by
    have h : 1 + w ^ 2 + 2 * w * perp s =
        w ^ 2 * (1 + w⁻¹ ^ 2 + 2 * w⁻¹ * perp s) := by
      have hv : w * w⁻¹ = 1 := mul_inv_cancel₀ hw.ne'
      linear_combination (-(w * w⁻¹ + 1) - 2 * w * perp s) * hv
    rw [scale, h, Real.sqrt_mul (sq_nonneg w), Real.sqrt_sq hw.le, scale]
  have hmat : !![w + perp s, -s; -(s * w), 1 + w * perp s] =
      w • !![1 + w⁻¹ * perp s, -(s * w⁻¹); -s, w⁻¹ + perp s] := by
    ext i j
    fin_cases i <;> fin_cases j <;> simp <;> field_simp
  have hk : (w * scale s w⁻¹ * perp s)⁻¹ * w = (scale s w⁻¹ * perp s)⁻¹ := by
    rw [mul_assoc, mul_inv, mul_right_comm, inv_mul_cancel₀ hw.ne', one_mul]
  rw [lowdin_closed_form hs hw, hsc, hmat, smul_smul, hk]
  rfl

/-- An upper triangular matrix with positive diagonal that orthonormalises the two orbitals
is the Gram–Schmidt matrix. -/
theorem gramSchmidt_unique {s a b d : ℝ} (ha : 0 < a) (hd : 0 < d)
    (h : !![a, b; 0, d]ᵀ * overlap s * !![a, b; 0, d] = 1) :
    !![a, b; 0, d] = gramSchmidt s := by
  have hp : !![a, b; 0, d]ᵀ * overlap s * !![a, b; 0, d] =
      !![a * a, a * (b + s * d); a * (b + s * d), b * b + 2 * s * b * d + d * d] := by
    ext i j
    fin_cases i <;> fin_cases j <;>
      simp [overlap, Matrix.mul_apply, Fin.sum_univ_succ] <;> ring
  rw [hp] at h
  have h00 : a * a = 1 := by simpa using congrFun (congrFun h 0) 0
  have h01 : a * (b + s * d) = 0 := by simpa using congrFun (congrFun h 0) 1
  have h11 : b * b + 2 * s * b * d + d * d = 1 := by simpa using congrFun (congrFun h 1) 1
  have ha1 : a = 1 := by nlinarith
  have hb : b = -s * d := by
    rw [ha1, one_mul] at h01
    linarith
  -- the remaining condition fixes d = 1/c
  have hdc : 1 - s ^ 2 = (1 / d) ^ 2 := by
    rw [hb] at h11
    rw [div_pow, one_pow, eq_div_iff (by positivity)]
    linear_combination h11
  have hperp : perp s = 1 / d := by
    rw [perp, hdc, Real.sqrt_sq (by positivity)]
  rw [gramSchmidt, hperp, ha1, hb, one_div_one_div, div_div_eq_mul_div, div_one]

end

end WeightedLowdin
```

```lean
#print axioms WeightedLowdin.lowdin_tendsto_gramSchmidt
#print axioms WeightedLowdin.lowdin_tendsto_reverse
#print axioms WeightedLowdin.gramSchmidt_unique
```

```
'WeightedLowdin.lowdin_tendsto_gramSchmidt' depends on axioms: [propext, Classical.choice, Quot.sound]
'WeightedLowdin.lowdin_tendsto_reverse' depends on axioms: [propext, Classical.choice, Quot.sound]
'WeightedLowdin.gramSchmidt_unique' depends on axioms: [propext, Classical.choice, Quot.sound]
```

## Why the selected square root is unambiguous

`invSqrt_eq` compares two inverse square roots $A,B$ of the same $M$. Both squares invert $M$, so $A^2=B^2$. With $D=A-B$,

$$DA+BD=A^2-B^2=0,$$

and cyclicity of the trace gives

$$\operatorname{tr}\,D(A+B)D=\operatorname{tr}\,D(DA+BD)=0.$$

Since $D$ is symmetric, this trace is the sum of $x^T(A+B)x$ over the rows $x$ of $D$. Each term is non-negative and vanishes only for $x=0$, so $D=0$.

## From the explicit root to the limits

`isInvSqrt_witness` verifies the formula for $R$. It shows positivity by completing the square, and checks $R^2M=1$ entry by entry with `linear_combination`, using $c^2=1-s^2$, the definition of $\tau^2$ and $w\,w^{-1}=1$. `lowdin_closed_form` then multiplies by $W$.

`tendsto_scaled` handles the prefactor $1/(\tau c)$ in both limits. The closed form equals $X$ only for $w>0$, so `filter_upwards` restricts the comparison to those weights. `lowdin_tendsto_reverse` applies the same lemma at $u=1/w$, after the rescaling of $\tau$ above. `gramSchmidt_unique` solves the three equations for $a,b,d$.
